# A Padé adiabatic-connection model with positive, additive parameters is size consistent exactly when all fragments share the ratio a/b

## The integrand, the energy and the sign convention

Let λ be the coupling strength, running from 0 (non-interacting) to 1 (physical), and let a and b be positive real numbers. The model stands for minus the correlation part of the adiabatic-connection integrand, so the correlation energy is −E. The parameters are given numbers here, not derived from a density.

```lean
import Mathlib

open MeasureTheory

namespace PadeAdiabaticConnection

noncomputable section
```

The integrand is

W(λ) = abλ/(a + bλ).

It vanishes at λ = 0, has initial slope b, and tends to a as λ → ∞. Thus b carries the weak-coupling (second-order) information and a the strong-coupling limit. Lean writes `l` for λ.

```lean
/-- A Padé model of minus the correlation part of the adiabatic-connection integrand at coupling
strength `l`, for `a, b > 0` and `l ≥ 0`. -/
def padeIntegrand (a b l : ℝ) : ℝ := a * b * l / (a + b * l)
```

The energy is the integral over the physical range of coupling:

E(a,b) = ∫₀¹ W(λ) dλ.

```lean
/-- The model energy: the Padé integrand integrated over coupling strengths from 0 to 1,
for `a, b > 0`. -/
def acEnergy (a b : ℝ) : ℝ := ∫ l in (0 : ℝ)..1, padeIntegrand a b l
```

Two fragments have parameters (a₁,b₁) and (a₂,b₂). The combined system is assigned (a₁+a₂, b₁+b₂), which assumes that both ingredients are additive for fragments far apart. Size consistency then means that E of the sums equals the sum of the E's. The deviation is weighted at each λ by

K(λ) = λ² / [(a₁+b₁λ)(a₂+b₂λ)(a₁+a₂+(b₁+b₂)λ)].

```lean
/-- The weight with which coupling strength `l ≥ 0` contributes to the size-consistency error
of two fragments with positive parameters. -/
def errorKernel (a₁ b₁ a₂ b₂ l : ℝ) : ℝ :=
  l ^ 2 / ((a₁ + b₁ * l) * (a₂ + b₂ * l) * (a₁ + a₂ + (b₁ + b₂) * l))
```

## Closed form and scaling

For λ in [0,1] the denominator satisfies a + bλ ≥ a > 0, so W is continuous and hence integrable. Lean assigns the value 0 to the integral of a non-integrable function, so this check gives the energy its intended meaning.

```lean
/-- For `a, b > 0`, the Padé integrand is integrable over the coupling strengths from 0 to 1. -/
theorem padeIntegrand_integrable {a b : ℝ} (ha : 0 < a) (hb : 0 < b) :
    IntervalIntegrable (padeIntegrand a b) volume 0 1 := by
  apply ContinuousOn.intervalIntegrable
  rw [Set.uIcc_of_le zero_le_one]
  show ContinuousOn (fun l : ℝ => a * b * l / (a + b * l)) (Set.Icc 0 1)
  refine ContinuousOn.div (by fun_prop) (by fun_prop) ?_
  intro l hl
  have h : 0 < a + b * l := by linarith [mul_nonneg hb.le hl.1]
  exact h.ne'
```

Division gives W(λ) = a − a²/(a+bλ), with antiderivative aλ − (a²/b) ln(a+bλ). Taking the difference between λ = 1 and λ = 0,

E(a,b) = a − (a²/b) ln(1 + b/a).

In the proof, `hder` checks the antiderivative by differentiation, and the fundamental theorem of calculus does the rest.

```lean
/-- The coupling-strength integral in closed form, for `a, b > 0`. -/
theorem acEnergy_closed_form {a b : ℝ} (ha : 0 < a) (hb : 0 < b) :
    acEnergy a b = a - a ^ 2 / b * Real.log (1 + b / a) := by
  have hder : ∀ l ∈ Set.uIcc (0 : ℝ) 1,
      HasDerivAt (fun x : ℝ => a * x - a ^ 2 / b * Real.log (a + b * x))
        (padeIntegrand a b l) l := by
    intro l hl
    rw [Set.uIcc_of_le zero_le_one] at hl
    have hpos : 0 < a + b * l := by linarith [mul_nonneg hb.le hl.1]
    have hne := hpos.ne'
    have hlin : HasDerivAt (fun x : ℝ => a + b * x) b l :=
      (((hasDerivAt_id' l).const_mul b).const_add a).congr_deriv (mul_one b)
    refine (((hasDerivAt_id' l).const_mul a).fun_sub
      ((hlin.log hne).const_mul (a ^ 2 / b))).congr_deriv ?_
    have h1 : a ^ 2 / b * (b / (a + b * l)) = a ^ 2 / (a + b * l) := by field_simp
    have h2 : a ^ 2 / (a + b * l) * (a + b * l) = a ^ 2 := by field_simp
    unfold padeIntegrand
    rw [h1, eq_div_iff hne, sub_mul, h2]
    ring
  have hab : a + b ≠ 0 := (add_pos ha hb).ne'
  have hlog : Real.log (1 + b / a) = Real.log (a + b) - Real.log a := by
    rw [← Real.log_div hab ha.ne', add_div, div_self ha.ne']
  unfold acEnergy
  rw [intervalIntegral.integral_eq_sub_of_hasDerivAt hder (padeIntegrand_integrable ha hb), hlog]
  simp only [mul_one, mul_zero, add_zero]
  ring
```

W is positive for λ > 0, so E > 0. For t > 0, replacing (a,b) by (ta,tb) multiplies the numerator of W by t² and the denominator by t, hence

E(ta,tb) = t E(a,b).

```lean
/-- For `a, b > 0`, the model energy is positive, and scaling both parameters by `t > 0` scales it
by `t`. -/
theorem acEnergy_homogeneous {a b t : ℝ} (ha : 0 < a) (hb : 0 < b) (ht : 0 < t) :
    0 < acEnergy a b ∧ acEnergy (t * a) (t * b) = t * acEnergy a b := by
  constructor
  · refine intervalIntegral.intervalIntegral_pos_of_pos_on
      (padeIntegrand_integrable ha hb) ?_ zero_lt_one
    intro l hl
    have hl0 : 0 < l := hl.1
    unfold padeIntegrand
    positivity
  · unfold acEnergy
    rw [← intervalIntegral.integral_const_mul]
    apply intervalIntegral.integral_congr
    intro l _
    show padeIntegrand (t * a) (t * b) l = t * padeIntegrand a b l
    unfold padeIntegrand
    rw [show t * a * (t * b) * l = t * (t * (a * b * l)) by ring,
      show t * a + t * b * l = t * (a + b * l) by ring,
      mul_div_mul_left _ _ ht.ne', mul_div_assoc]
```

## The error for two fragments

Write D₁ = a₁+b₁λ and D₂ = a₂+b₂λ. The terms linear in a cancel, and the combined integrand minus the two fragment integrands is

a₁²/D₁ + a₂²/D₂ − (a₁+a₂)²/(D₁+D₂) = (a₁D₂ − a₂D₁)² / [D₁D₂(D₁+D₂)].

Since a₁D₂ − a₂D₁ = (a₁b₂ − a₂b₁)λ, the right side is (a₁b₂ − a₂b₁)² K(λ). Integrating,

E(a₁+a₂, b₁+b₂) − E(a₁,b₁) − E(a₂,b₂) = (a₁b₂ − a₂b₁)² ∫₀¹ K(λ) dλ.

Lean combines the integrals by linearity, then verifies the identity at each λ with `field_simp` and `ring`.

```lean
section TwoFragments

variable {a₁ b₁ a₂ b₂ : ℝ}

/-- The size-consistency error of two fragments with positive parameters is `(a₁ b₂ - a₂ b₁)²` times
the integral of the error kernel over coupling strengths. -/
theorem sizeConsistency_error (ha₁ : 0 < a₁) (hb₁ : 0 < b₁) (ha₂ : 0 < a₂) (hb₂ : 0 < b₂) :
    acEnergy (a₁ + a₂) (b₁ + b₂) - (acEnergy a₁ b₁ + acEnergy a₂ b₂) =
      (a₁ * b₂ - a₂ * b₁) ^ 2 * ∫ l in (0 : ℝ)..1, errorKernel a₁ b₁ a₂ b₂ l := by
  have i₁ := padeIntegrand_integrable ha₁ hb₁
  have i₂ := padeIntegrand_integrable ha₂ hb₂
  have i := padeIntegrand_integrable (add_pos ha₁ ha₂) (add_pos hb₁ hb₂)
  have hsub : ∫ l in (0 : ℝ)..1, (padeIntegrand (a₁ + a₂) (b₁ + b₂) l
        - (padeIntegrand a₁ b₁ l + padeIntegrand a₂ b₂ l)) =
      acEnergy (a₁ + a₂) (b₁ + b₂)
        - ∫ l in (0 : ℝ)..1, (padeIntegrand a₁ b₁ l + padeIntegrand a₂ b₂ l) :=
    intervalIntegral.integral_sub i (i₁.add i₂)
  have hadd : ∫ l in (0 : ℝ)..1, (padeIntegrand a₁ b₁ l + padeIntegrand a₂ b₂ l) =
      acEnergy a₁ b₁ + acEnergy a₂ b₂ := intervalIntegral.integral_add i₁ i₂
  rw [← hadd, ← hsub, ← intervalIntegral.integral_const_mul]
  -- the identity holds at each coupling strength
  apply intervalIntegral.integral_congr
  intro l hl
  rw [Set.uIcc_of_le zero_le_one] at hl
  have hl0 : 0 ≤ l := hl.1
  have h₁ : a₁ + b₁ * l ≠ 0 := by positivity
  have h₂ : a₂ + b₂ * l ≠ 0 := by positivity
  have h₃ : a₁ + a₂ + (b₁ + b₂) * l ≠ 0 := by positivity
  simp only [padeIntegrand, errorKernel]
  field_simp
  ring
```

K is continuous on [0,1] and positive for λ > 0, so its integral is strictly positive.

```lean
/-- For positive parameters, the integrated error kernel is strictly positive. -/
theorem errorKernel_integral_pos (ha₁ : 0 < a₁) (hb₁ : 0 < b₁) (ha₂ : 0 < a₂) (hb₂ : 0 < b₂) :
    0 < ∫ l in (0 : ℝ)..1, errorKernel a₁ b₁ a₂ b₂ l := by
  refine intervalIntegral.intervalIntegral_pos_of_pos_on ?_ ?_ zero_lt_one
  · apply ContinuousOn.intervalIntegrable
    rw [Set.uIcc_of_le zero_le_one]
    unfold errorKernel
    refine ContinuousOn.div (by fun_prop) (by fun_prop) ?_
    intro l hl
    have hl0 : 0 ≤ l := hl.1
    positivity
  · intro l hl
    have hl0 : 0 < l := hl.1
    unfold errorKernel
    positivity
```

The error is therefore a square times a positive number. It is never negative, and it vanishes exactly when a₁b₂ = a₂b₁, that is, when a₁/b₁ = a₂/b₂. In this two-parameter model, fragments with different ratios get a combined correlation energy −E below the sum of their own. If all other energy terms are additive, this appears as spurious binding at infinite separation.

```lean
/-- For two fragments with positive parameters, the model energy of the combined system is at least
the sum of the fragments' model energies, with equality exactly when `a₁ b₂ = a₂ b₁`. -/
theorem acEnergy_superadditive (ha₁ : 0 < a₁) (hb₁ : 0 < b₁) (ha₂ : 0 < a₂) (hb₂ : 0 < b₂) :
    acEnergy a₁ b₁ + acEnergy a₂ b₂ ≤ acEnergy (a₁ + a₂) (b₁ + b₂) ∧
      (acEnergy (a₁ + a₂) (b₁ + b₂) = acEnergy a₁ b₁ + acEnergy a₂ b₂ ↔
        a₁ * b₂ = a₂ * b₁) := by
  have h := sizeConsistency_error ha₁ hb₁ ha₂ hb₂
  have hk := errorKernel_integral_pos ha₁ hb₁ ha₂ hb₂
  refine ⟨by linarith [mul_nonneg (sq_nonneg (a₁ * b₂ - a₂ * b₁)) hk.le], ?_, ?_⟩
  · intro he
    rw [he, sub_self] at h
    rcases mul_eq_zero.mp h.symm with h0 | h0
    · exact sub_eq_zero.mp ((pow_eq_zero_iff two_ne_zero).mp h0)
    · exact absurd h0 hk.ne'
  · intro he
    have h0 : (a₁ * b₂ - a₂ * b₁) ^ 2 = 0 := by rw [he]; ring
    rw [h0, zero_mul] at h
    linarith

end TwoFragments
```

Take (1,2) and (2,1). The closed form gives

E(1,2) = 1 − ½ ln 3 ≈ 0.4507,

E(2,1) = 2 − 4 ln(3/2) ≈ 0.3781,

E(3,3) = 3(1 − ln 2) ≈ 0.9206.

The fragments sum to 0.8288, so the error is about 0.0917.

The inequality needs a hypothesis on the signs, as a purely mathematical example shows; a fragment with the negative parameters used here would have a positive correlation energy, which is unphysical. Combine (3,3) with (−1,−2), whose integrand −2λ/(1+2λ) is regular on [0,1] and gives E(−1,−2) = −E(1,2). The total is (2,1), with energy 0.3781, while the fragments sum to 0.9206 − 0.4507 = 0.4699: the inequality is reversed.

## Any finite number of fragments

For a finite nonempty set `s` of fragments, let A = Σaᵢ and B = Σbᵢ. Adding one fragment at a time and applying the two-fragment inequality gives, by induction,

Σ E(aᵢ,bᵢ) ≤ E(A,B).

```lean
/-- For any finite nonempty collection of fragments with positive parameters, the sum of the
fragments' model energies is at most the model energy of the combined system. -/
theorem sum_acEnergy_le {ι : Type*} (s : Finset ι) (hs : s.Nonempty) (a b : ι → ℝ)
    (ha : ∀ i ∈ s, 0 < a i) (hb : ∀ i ∈ s, 0 < b i) :
    ∑ i ∈ s, acEnergy (a i) (b i) ≤ acEnergy (∑ i ∈ s, a i) (∑ i ∈ s, b i) := by
  induction hs using Finset.Nonempty.cons_induction with
  | singleton i => simp
  | cons i s hi hs ih =>
    have ha' : ∀ j ∈ s, 0 < a j := fun j hj => ha j (Finset.mem_cons.2 (Or.inr hj))
    have hb' : ∀ j ∈ s, 0 < b j := fun j hj => hb j (Finset.mem_cons.2 (Or.inr hj))
    have h := (acEnergy_superadditive (ha i (Finset.mem_cons.2 (Or.inl rfl)))
      (hb i (Finset.mem_cons.2 (Or.inl rfl)))
      (Finset.sum_pos ha' hs) (Finset.sum_pos hb' hs)).1
    simp only [Finset.sum_cons]
    linarith [ih ha' hb']
```

Suppose equality holds. Split off fragment i; if others remain,

E(A,B) ≥ E(aᵢ,bᵢ) + E(A−aᵢ, B−bᵢ) ≥ Σ E(aₖ,bₖ) = E(A,B).

The first step is thus an equality, so aᵢ(B−bᵢ) = (A−aᵢ)bᵢ, or aᵢB = Abᵢ. For a single fragment this is trivial. This is `key` in the proof. For any pair, B aᵢbⱼ = A bᵢbⱼ = B aⱼbᵢ, and cancelling B gives aᵢbⱼ = aⱼbᵢ.

Conversely, summing aᵢbⱼ = aⱼbᵢ over j gives aᵢB = Abᵢ, so (aᵢ,bᵢ) = (bᵢ/B)(A,B). By homogeneity (`hscale`),

E(aᵢ,bᵢ) = (bᵢ/B) E(A,B),

and the factors bᵢ/B sum to 1.

```lean
/-- The model is size consistent for a finite nonempty collection of fragments with positive
parameters exactly when `a i * b j = a j * b i` for every pair of them. -/
theorem sum_acEnergy_eq_iff {ι : Type*} (s : Finset ι) (hs : s.Nonempty) (a b : ι → ℝ)
    (ha : ∀ i ∈ s, 0 < a i) (hb : ∀ i ∈ s, 0 < b i) :
    ∑ i ∈ s, acEnergy (a i) (b i) = acEnergy (∑ i ∈ s, a i) (∑ i ∈ s, b i) ↔
      ∀ i ∈ s, ∀ j ∈ s, a i * b j = a j * b i := by
  classical
  have hA := Finset.sum_pos ha hs
  have hB := Finset.sum_pos hb hs
  constructor
  · intro he
    -- split off one fragment and compare it with the rest
    have key : ∀ i ∈ s, a i * ∑ k ∈ s, b k = (∑ k ∈ s, a k) * b i := by
      intro i hi
      have sA := Finset.add_sum_erase s a hi
      have sB := Finset.add_sum_erase s b hi
      have sE : acEnergy (a i) (b i) + ∑ k ∈ s.erase i, acEnergy (a k) (b k) =
          ∑ k ∈ s, acEnergy (a k) (b k) :=
        Finset.add_sum_erase s (fun k => acEnergy (a k) (b k)) hi
      rcases (s.erase i).eq_empty_or_nonempty with h0 | h0
      · rw [h0, Finset.sum_empty, add_zero] at sA sB
        rw [← sA, ← sB]
      · have ha' : ∀ j ∈ s.erase i, 0 < a j := fun j hj => ha j (Finset.mem_of_mem_erase hj)
        have hb' : ∀ j ∈ s.erase i, 0 < b j := fun j hj => hb j (Finset.mem_of_mem_erase hj)
        have hr := sum_acEnergy_le (s.erase i) h0 a b ha' hb'
        have hm := acEnergy_superadditive (ha i hi) (hb i hi)
          (Finset.sum_pos ha' h0) (Finset.sum_pos hb' h0)
        rw [sA, sB] at hm
        have hq := hm.2.1 (by linarith [hm.1])
        rw [← sA, ← sB]
        linear_combination hq
    intro i hi j hj
    apply mul_right_cancel₀ hB.ne'
    linear_combination b j * key i hi - b i * key j hj
  · intro h
    -- each fragment is a scaled copy of the combined system
    have hscale : ∀ i ∈ s, acEnergy (a i) (b i) =
        b i / (∑ k ∈ s, b k) * acEnergy (∑ k ∈ s, a k) (∑ k ∈ s, b k) := by
      intro i hi
      have h1 : a i * ∑ k ∈ s, b k = (∑ k ∈ s, a k) * b i := by
        rw [Finset.mul_sum, Finset.sum_mul]
        exact Finset.sum_congr rfl fun j hj => h i hi j hj
      have h2 := (acEnergy_homogeneous hA hB (div_pos (hb i hi) hB)).2
      have e1 : b i / (∑ k ∈ s, b k) * (∑ k ∈ s, a k) = a i := by
        rw [div_mul_eq_mul_div, div_eq_iff hB.ne']
        linarith
      have e2 : b i / (∑ k ∈ s, b k) * (∑ k ∈ s, b k) = b i := by
        rw [div_mul_eq_mul_div, mul_div_assoc, div_self hB.ne', mul_one]
      rw [e1, e2] at h2
      exact h2
    rw [Finset.sum_congr rfl hscale, ← Finset.sum_mul, ← Finset.sum_div, div_self hB.ne', one_mul]

end

end PadeAdiabaticConnection
```

```lean
#print axioms PadeAdiabaticConnection.acEnergy_closed_form
#print axioms PadeAdiabaticConnection.sizeConsistency_error
#print axioms PadeAdiabaticConnection.sum_acEnergy_eq_iff
```

```
'PadeAdiabaticConnection.acEnergy_closed_form' depends on axioms: [propext, Classical.choice, Quot.sound]
'PadeAdiabaticConnection.sizeConsistency_error' depends on axioms: [propext, Classical.choice, Quot.sound]
'PadeAdiabaticConnection.sum_acEnergy_eq_iff' depends on axioms: [propext, Classical.choice, Quot.sound]
```
